# On polynomials of degree at most 7, a 27-point Laplacian stencil equals a corrected source

In a real-space electronic-structure calculation, the electrostatic potential u of a charge density ρ can be found on a cubic grid from the Poisson equation Δu = f, with f = −4πρ in Gaussian units. One compact stencil combines the value of u at a grid point with the values at its 26 nearest neighbours, with the weights given below. What combination of f and its derivatives does it return when u is a polynomial of low degree?

Let h be the grid spacing, and let S be the operator with weights −128 at the centre, 14 on the 6 faces, 3 on the 12 edges and 1 on the 8 corners, all divided by 30h². If u is a real polynomial of total degree at most 7 and h ≠ 0, then at every point

S u = f + (h²/12) Δf + (h⁴/360) ΔΔf + (h⁴/180)(f_xxyy + f_yyzz + f_zzxx).

This is a local consistency identity for polynomial potentials; it does not cover boundary conditions, stability or the error of a computed solution.

## The potential is a polynomial and f is its Laplacian

Physically, the polynomial stands for a truncated Taylor expansion of a smooth potential around a grid point. In Lean it is a `Poly3`, with axes 0, 1, 2 for x, y, z. `value` evaluates it at a point, and `dd i` is the second partial derivative along axis i, taken algebraically.

```lean
import Mathlib

open MvPolynomial

namespace Mehrstellen27

noncomputable section

/-- Real polynomials in the three Cartesian coordinates. -/
abbrev Poly3 := MvPolynomial (Fin 3) ℝ

/-- The value of a polynomial field at the point (x, y, z). -/
def value (u : Poly3) (x y z : ℝ) : ℝ := eval ![x, y, z] u

/-- The second partial derivative along the axis i. -/
def dd (i : Fin 3) : Poly3 →ₗ[ℝ] Poly3 :=
  (pderiv i).toLinearMap ∘ₗ (pderiv i).toLinearMap

/-- The Laplacian in three dimensions. -/
def laplacian : Poly3 →ₗ[ℝ] Poly3 := dd 0 + dd 1 + dd 2
```

The stencil acts on any function of three real coordinates, so it sees only point values. The right-hand side, `source h f`, is again a polynomial. The theorem sets f to `laplacian u`, so the Poisson equation holds by construction.

```lean
/-- Sum of F over the 6 face neighbours at grid spacing h. -/
def faceSum (h : ℝ) (F : ℝ → ℝ → ℝ → ℝ) (x y z : ℝ) : ℝ :=
  F (x + h) y z + F (x - h) y z + F x (y + h) z + F x (y - h) z
    + F x y (z + h) + F x y (z - h)

/-- Sum of F over the 12 edge neighbours. -/
def edgeSum (h : ℝ) (F : ℝ → ℝ → ℝ → ℝ) (x y z : ℝ) : ℝ :=
  F (x + h) (y + h) z + F (x + h) (y - h) z + F (x - h) (y + h) z + F (x - h) (y - h) z
    + F x (y + h) (z + h) + F x (y + h) (z - h) + F x (y - h) (z + h) + F x (y - h) (z - h)
    + F (x + h) y (z + h) + F (x + h) y (z - h) + F (x - h) y (z + h) + F (x - h) y (z - h)

/-- Sum of F over the 8 corner neighbours. -/
def cornerSum (h : ℝ) (F : ℝ → ℝ → ℝ → ℝ) (x y z : ℝ) : ℝ :=
  F (x + h) (y + h) (z + h) + F (x + h) (y + h) (z - h)
    + F (x + h) (y - h) (z + h) + F (x + h) (y - h) (z - h)
    + F (x - h) (y + h) (z + h) + F (x - h) (y + h) (z - h)
    + F (x - h) (y - h) (z + h) + F (x - h) (y - h) (z - h)

/-- The 27-point operator with centre, face, edge, corner weights (-128, 14, 3, 1)/(30h²). -/
def stencil27 (h : ℝ) (F : ℝ → ℝ → ℝ → ℝ) (x y z : ℝ) : ℝ :=
  (-128 * F x y z + 14 * faceSum h F x y z + 3 * edgeSum h F x y z
    + cornerSum h F x y z) / (30 * h ^ 2)

/-- The corrected source f + h²/12 Δf + h⁴/360 ΔΔf + h⁴/180 (f_xxyy + f_yyzz + f_zzxx). -/
def source (h : ℝ) (f : Poly3) : Poly3 :=
  f + (h ^ 2 / 12) • laplacian f + (h ^ 4 / 360) • laplacian (laplacian f)
    + (h ^ 4 / 180) • (dd 0 (dd 1 f) + dd 1 (dd 2 f) + dd 2 (dd 0 f))
```

By hand, let δx be the second difference, δx u = u(x+h) + u(x−h) − 2u(x), and similarly δy and δz. The sum over the two neighbours along x is then 2 + δx. Writing Σδ for the sum of the three differences and Σδδ for δxδy + δyδz + δzδx, we have

faces = 6 + Σδ
edges = 12 + 4Σδ + Σδδ
corners = 8 + 4Σδ + 2Σδδ + δxδyδz.

With the weights 14, 3 and 1, the constants cancel against −128, and the coefficients of the single, double and triple differences are 30, 5 and 1. Hence

h² S = Σδ + (1/6) Σδδ + (1/30) δxδyδz.

`stencil27_product` proves this for product functions p(x)q(y)r(z), which is enough because every polynomial is a sum of such products.

```lean
/-- The second difference of a function of one coordinate. -/
def secondDiff (h : ℝ) (p : ℝ → ℝ) (x : ℝ) : ℝ := p (x + h) + p (x - h) - 2 * p x

/-- The second derivative of a polynomial in one coordinate. -/
def d2 (P : Polynomial ℝ) : Polynomial ℝ := Polynomial.derivative (Polynomial.derivative P)

/-- The product field P(x) Q(y) R(z). -/
def sep (P Q R : Polynomial ℝ) : Poly3 :=
  Polynomial.aeval (X 0 : Poly3) P * Polynomial.aeval (X 1 : Poly3) Q
    * Polynomial.aeval (X 2 : Poly3) R

/-- On a product function the 27-point operator is a combination of single, double and triple
products of one-dimensional second differences. -/
theorem stencil27_product (h : ℝ) (p q r : ℝ → ℝ) (x y z : ℝ) :
    stencil27 h (fun x y z => p x * q y * r z) x y z =
      (secondDiff h p x * q y * r z + p x * secondDiff h q y * r z
        + p x * q y * secondDiff h r z
        + 1 / 6 * (secondDiff h p x * secondDiff h q y * r z
          + p x * (secondDiff h q y * secondDiff h r z)
          + secondDiff h p x * secondDiff h r z * q y)
        + 1 / 30 * (secondDiff h p x * secondDiff h q y * secondDiff h r z)) / h ^ 2 := by
  simp only [stencil27, faceSum, edgeSum, cornerSum, secondDiff]
  ring
```

For a general smooth function the identity can fail. The wave u = cos(2πx/h) equals 1 at the origin and at all 26 of its neighbours, so S u = 0 there. With k = 2π/h, the right-hand side at the origin is −k²(1 − (kh)²/12 + (kh)⁴/360), which is about −2.04k².

## The total degree is at most 7

This hypothesis says that the potential has no Taylor terms of order eight or higher. By hand, it is what ends the expansion. Write A = ∂x², B = ∂y², C = ∂z². The odd terms cancel in the second difference, and the eighth derivative vanishes, so

δx = h²A + (h⁴/12)A² + (h⁶/360)A³.

In products, every term of total derivative order eight or more also vanishes:

δxδy = h⁴AB + (h⁶/12)(A²B + AB²)
δxδyδz = h⁶ABC.

`secondDiff_pow` checks the first expansion for each power from 0 to 7. `d2_pow_eq_zero` records which derivatives of a power vanish, and the next two lemmas use it to truncate the products. If an exponent is below 2, both sides are zero. Otherwise, in the double product both exponents are at most 5, which removes the sixth derivatives, and they cannot both reach 4, which removes the product of two fourth derivatives. In the triple product each exponent is at most 3, so only second derivatives remain.

```lean
/-- For powers up to the seventh, the second difference is the even Taylor series
through sixth order. -/
theorem secondDiff_pow (h x : ℝ) {a : ℕ} (ha : a ≤ 7) :
    secondDiff h (fun t => (Polynomial.X ^ a : Polynomial ℝ).eval t) x =
      h ^ 2 * (d2 (Polynomial.X ^ a)).eval x + h ^ 4 / 12 * (d2 (d2 (Polynomial.X ^ a))).eval x
        + h ^ 6 / 360 * (d2 (d2 (d2 (Polynomial.X ^ a)))).eval x := by
  interval_cases a <;> simp [secondDiff, d2, Polynomial.derivative_mul] <;> ring

/-- Second, fourth and sixth derivatives of a power vanish when its degree is below the order. -/
theorem d2_pow_eq_zero (a : ℕ) :
    (a < 2 → d2 (Polynomial.X ^ a) = 0) ∧ (a < 4 → d2 (d2 (Polynomial.X ^ a)) = 0) ∧
      (a < 6 → d2 (d2 (d2 (Polynomial.X ^ a))) = 0) := by
  refine ⟨fun h => ?_, fun h => ?_, fun h => ?_⟩ <;> interval_cases a <;>
    simp [d2, Polynomial.derivative_mul]

/-- For two powers of total degree at most 7, the product of second differences
keeps only terms of total derivative order four and six. -/
theorem secondDiff_mul (h x y : ℝ) {a b : ℕ} (hab : a + b ≤ 7) :
    secondDiff h (fun t => (Polynomial.X ^ a : Polynomial ℝ).eval t) x
      * secondDiff h (fun t => (Polynomial.X ^ b : Polynomial ℝ).eval t) y =
      h ^ 4 * ((d2 (Polynomial.X ^ a)).eval x * (d2 (Polynomial.X ^ b)).eval y)
        + h ^ 6 / 12 * ((d2 (d2 (Polynomial.X ^ a))).eval x * (d2 (Polynomial.X ^ b)).eval y
          + (d2 (Polynomial.X ^ a)).eval x * (d2 (d2 (Polynomial.X ^ b))).eval y) := by
  have h0 : d2 0 = 0 := by simp [d2]
  rw [secondDiff_pow h x (by omega), secondDiff_pow h y (by omega)]
  rcases lt_or_ge a 2 with ha | ha
  · simp [(d2_pow_eq_zero a).1 ha, h0]
  rcases lt_or_ge b 2 with hb | hb
  · simp [(d2_pow_eq_zero b).1 hb, h0]
  -- the two fourth derivatives cannot both survive
  have h44 : (d2 (d2 (Polynomial.X ^ a))).eval x * (d2 (d2 (Polynomial.X ^ b))).eval y = 0 := by
    rcases lt_or_ge a 4 with h4 | h4
    · rw [(d2_pow_eq_zero a).2.1 h4, Polynomial.eval_zero, zero_mul]
    · rw [(d2_pow_eq_zero b).2.1 (by omega), Polynomial.eval_zero, mul_zero]
  rw [(d2_pow_eq_zero a).2.2 (by omega), (d2_pow_eq_zero b).2.2 (by omega)]
  simp only [Polynomial.eval_zero]
  linear_combination h ^ 8 / 144 * h44

theorem secondDiff_mul_mul (h x y z : ℝ) {a b c : ℕ} (habc : a + b + c ≤ 7) :
    secondDiff h (fun t => (Polynomial.X ^ a : Polynomial ℝ).eval t) x
      * secondDiff h (fun t => (Polynomial.X ^ b : Polynomial ℝ).eval t) y
      * secondDiff h (fun t => (Polynomial.X ^ c : Polynomial ℝ).eval t) z =
      h ^ 6 * ((d2 (Polynomial.X ^ a)).eval x * (d2 (Polynomial.X ^ b)).eval y
        * (d2 (Polynomial.X ^ c)).eval z) := by
  have h0 : d2 0 = 0 := by simp [d2]
  rw [secondDiff_pow h x (by omega), secondDiff_pow h y (by omega),
    secondDiff_pow h z (by omega)]
  rcases lt_or_ge a 2 with ha | ha
  · simp [(d2_pow_eq_zero a).1 ha, h0]
  rcases lt_or_ge b 2 with hb | hb
  · simp [(d2_pow_eq_zero b).1 hb, h0]
  rcases lt_or_ge c 2 with hc | hc
  · simp [(d2_pow_eq_zero c).1 hc, h0]
  rw [(d2_pow_eq_zero a).2.1 (by omega), (d2_pow_eq_zero b).2.1 (by omega),
    (d2_pow_eq_zero c).2.1 (by omega), h0]
  simp only [Polynomial.eval_zero]
  ring
```

Inserting the expansions and dividing by h² gives, with L = A + B + C = Δ,

order h⁰: L
order h²: (1/12)(A² + B² + C²) + (1/6)(AB + BC + CA) = L²/12
order h⁴: (1/360)(A³ + B³ + C³) + (1/72)M + (1/30)ABC,

where M = A²B + AB² + B²C + BC² + C²A + CA². To bring the last line into the stated form, use

L³ = A³ + B³ + C³ + 3M + 6ABC
L(AB + BC + CA) = M + 3ABC.

Then L³/360 + L(AB + BC + CA)/180 has coefficient 3/360 + 1/180 = 1/72 on M and 6/360 + 3/180 = 1/30 on ABC, as required. Applying everything to u and writing Lu = f gives the identity.

For the Lean version of this sum, `dd_sep` moves each second derivative onto the matching factor of a product, and `eval_sep` evaluates the product. `truncationError` is the left side minus the right side, packaged as a linear functional of u, so that it can be tested on one monomial at a time.

```lean
/-- Second partial derivatives of a product field act on the matching factor. -/
theorem dd_sep (P Q R : Polynomial ℝ) :
    dd 0 (sep P Q R) = sep (d2 P) Q R ∧ dd 1 (sep P Q R) = sep P (d2 Q) R ∧
      dd 2 (sep P Q R) = sep P Q (d2 R) := by
  have hne : ∀ i j : Fin 3, j ≠ i → pderiv i (X j : Poly3) = 0 :=
    fun i j hij => pderiv_X_of_ne hij
  have e0 : ∀ P Q R, pderiv 0 (sep P Q R) = sep (Polynomial.derivative P) Q R := by
    intro P Q R
    simp only [sep, Derivation.leibniz, Derivation.map_aeval, pderiv_X_self,
      hne 0 1 (by decide), hne 0 2 (by decide), smul_eq_mul]
    ring
  have e1 : ∀ P Q R, pderiv 1 (sep P Q R) = sep P (Polynomial.derivative Q) R := by
    intro P Q R
    simp only [sep, Derivation.leibniz, Derivation.map_aeval, pderiv_X_self,
      hne 1 0 (by decide), hne 1 2 (by decide), smul_eq_mul]
    ring
  have e2 : ∀ P Q R, pderiv 2 (sep P Q R) = sep P Q (Polynomial.derivative R) := by
    intro P Q R
    simp only [sep, Derivation.leibniz, Derivation.map_aeval, pderiv_X_self,
      hne 2 0 (by decide), hne 2 1 (by decide), smul_eq_mul]
    ring
  refine ⟨?_, ?_, ?_⟩
  · change pderiv 0 (pderiv 0 (sep P Q R)) = _
    rw [e0, e0, d2]
  · change pderiv 1 (pderiv 1 (sep P Q R)) = _
    rw [e1, e1, d2]
  · change pderiv 2 (pderiv 2 (sep P Q R)) = _
    rw [e2, e2, d2]

theorem eval_sep (P Q R : Polynomial ℝ) (x y z : ℝ) :
    eval ![x, y, z] (sep P Q R) = P.eval x * Q.eval y * R.eval z := by
  have key : ∀ (i : Fin 3) (P : Polynomial ℝ),
      eval ![x, y, z] (Polynomial.aeval (X i : Poly3) P) = P.eval (![x, y, z] i) := by
    intro i P
    induction P using Polynomial.induction_on' with
    | add p q hp hq => simp only [map_add, Polynomial.eval_add, hp, hq]
    | monomial n a => simp [Polynomial.aeval_monomial, MvPolynomial.algebraMap_eq]
  simp only [sep, map_mul, key]
  rfl

/-- The difference between the 27-point operator on u and the corrected source of Δu
at a point, as a linear functional of u. -/
def truncationError (h x y z : ℝ) : Poly3 →ₗ[ℝ] ℝ where
  toFun u := stencil27 h (value u) x y z - value (source h (laplacian u)) x y z
  map_add' u v := by
    simp only [stencil27, faceSum, edgeSum, cornerSum, value, source, map_add, smul_eval]
    ring
  map_smul' c u := by
    simp only [stencil27, faceSum, edgeSum, cornerSum, value, source, map_add, map_smul,
      smul_eval, RingHom.id_apply, smul_eq_mul]
    ring
```

## The spacing is nonzero

A grid has h > 0. The theorem asks only for h ≠ 0, since changing the sign of h merely exchanges opposite neighbours. By hand, the hypothesis is used when h² is divided out. In `truncationError_monomial` it is used at `div_eq_iff`, which multiplies the equation by h². The `linear_combination` that follows adds the one-, two- and three-axis expansions with the weights 1, 1/6 and 1/30 found above.

At h = 0 the stencil has no meaning as a difference quotient. Lean assigns it the value 0, whereas for u = x² the right-hand side is 2.

```lean
/-- The truncation error vanishes on every monomial of total degree at most 7. -/
theorem truncationError_monomial {h : ℝ} (hh : h ≠ 0) (x y z : ℝ) {a b c : ℕ}
    (habc : a + b + c ≤ 7) :
    truncationError h x y z
      (sep (Polynomial.X ^ a) (Polynomial.X ^ b) (Polynomial.X ^ c)) = 0 := by
  refine sub_eq_zero.mpr ?_
  have hF : value (sep (Polynomial.X ^ a) (Polynomial.X ^ b) (Polynomial.X ^ c)) =
      fun x y z => (Polynomial.X ^ a : Polynomial ℝ).eval x
        * (Polynomial.X ^ b : Polynomial ℝ).eval y
        * (Polynomial.X ^ c : Polynomial ℝ).eval z := by
    funext x y z
    exact eval_sep _ _ _ x y z
  rw [hF]
  refine (stencil27_product h (fun t => (Polynomial.X ^ a : Polynomial ℝ).eval t)
    (fun t => (Polynomial.X ^ b : Polynomial ℝ).eval t)
    (fun t => (Polynomial.X ^ c : Polynomial ℝ).eval t) x y z).trans ?_
  simp only [value, source, laplacian, LinearMap.add_apply, map_add, (dd_sep _ _ _).1,
    (dd_sep _ _ _).2.1, (dd_sep _ _ _).2.2, smul_eval, eval_sep]
  rw [div_eq_iff (pow_ne_zero 2 hh)]
  -- insert the one-, two- and three-axis expansions
  linear_combination
    ((Polynomial.X ^ b : Polynomial ℝ).eval y * (Polynomial.X ^ c : Polynomial ℝ).eval z)
      * secondDiff_pow h x (a := a) (by omega)
    + ((Polynomial.X ^ a : Polynomial ℝ).eval x * (Polynomial.X ^ c : Polynomial ℝ).eval z)
      * secondDiff_pow h y (a := b) (by omega)
    + ((Polynomial.X ^ a : Polynomial ℝ).eval x * (Polynomial.X ^ b : Polynomial ℝ).eval y)
      * secondDiff_pow h z (a := c) (by omega)
    + (1 / 6 * (Polynomial.X ^ c : Polynomial ℝ).eval z)
      * secondDiff_mul h x y (a := a) (b := b) (by omega)
    + (1 / 6 * (Polynomial.X ^ a : Polynomial ℝ).eval x)
      * secondDiff_mul h y z (a := b) (b := c) (by omega)
    + (1 / 6 * (Polynomial.X ^ b : Polynomial ℝ).eval y)
      * secondDiff_mul h x z (a := a) (b := c) (by omega)
    + (1 / 30) * secondDiff_mul_mul h x y z habc
```

The main theorem writes u as a sum of monomials. The degree bound on u passes to each exponent triple, and linearity does the rest.

```lean
/-- For every polynomial u of total degree at most 7, the 27-point operator applied to u equals
the corrected source built from f = Δu, at every point and for every nonzero spacing. -/
theorem stencil27_eq_source {h : ℝ} (hh : h ≠ 0) (u : Poly3) (hu : u.totalDegree ≤ 7)
    (x y z : ℝ) :
    stencil27 h (value u) x y z = value (source h (laplacian u)) x y z := by
  have hE : truncationError h x y z u = 0 := by
    rw [u.as_sum, map_sum]
    refine Finset.sum_eq_zero fun s hs => ?_
    have hdeg : s 0 + s 1 + s 2 ≤ 7 := by
      have h1 := (le_totalDegree hs).trans hu
      rwa [Finsupp.sum_fintype _ _ (fun _ => rfl), Fin.sum_univ_three] at h1
    have hm : monomial s (coeff s u) = coeff s u •
        sep (Polynomial.X ^ s 0) (Polynomial.X ^ s 1) (Polynomial.X ^ s 2) := by
      rw [monomial_eq, Finsupp.prod_fintype _ _ (fun _ => pow_zero _), Fin.prod_univ_three]
      simp [sep, smul_eq_C_mul]
    rw [hm, map_smul, truncationError_monomial hh x y z hdeg, smul_zero]
  exact sub_eq_zero.mp hE
```

## The potential is harmonic

In a charge-free region f = 0, and every term on the right-hand side vanishes. The stencil therefore gives exactly zero on a harmonic polynomial of degree at most 7. The proof substitutes `hharm` into the main theorem. Without harmonicity the conclusion fails already for u = x², where the stencil returns 2.

```lean
/-- The 27-point operator annihilates every harmonic polynomial of total degree at most 7. -/
theorem stencil27_harmonic {h : ℝ} (hh : h ≠ 0) (u : Poly3) (hu : u.totalDegree ≤ 7)
    (hharm : laplacian u = 0) (x y z : ℝ) : stencil27 h (value u) x y z = 0 := by
  rw [stencil27_eq_source hh u hu, hharm]
  simp [value, source]
```

## The field x⁸ breaks the identity

The bound 7 in the main theorem is the largest possible. Take u = x⁸ at the origin. Of the neighbours, 2 faces, 8 edges and 8 corners have x = ±h, and each contributes h⁸ times its weight:

S u = (14·2 + 3·8 + 8) h⁸ / (30h²) = 2h⁶.

On the other side f = 56x⁶, Δf = 1680x⁴ and ΔΔf = 20160x², which all vanish at the origin, and the mixed derivatives are zero. The mismatch 2h⁶ is the eighth-derivative term that the degree bound had removed. Since x⁸ is not harmonic, this example does not settle whether the bound is also the largest possible for harmonic polynomials.

```lean
/-- For u = x⁸ at the origin the 27-point operator gives 2h⁶, while the corrected source
vanishes. -/
theorem degree_eight_sharp {h : ℝ} (hh : h ≠ 0) :
    stencil27 h (value (X 0 ^ 8)) 0 0 0 = 2 * h ^ 6 ∧
      value (source h (laplacian (X 0 ^ 8))) 0 0 0 = 0 := by
  constructor
  · simp only [stencil27, faceSum, edgeSum, cornerSum, value, map_pow, eval_X,
      Matrix.cons_val_zero]
    rw [div_eq_iff (by positivity)]
    ring
  · have e : (X 0 ^ 8 : Poly3) = sep (Polynomial.X ^ 8) 1 1 := by simp [sep]
    rw [e]
    simp only [value, source, laplacian, LinearMap.add_apply, map_add, (dd_sep _ _ _).1,
      (dd_sep _ _ _).2.1, (dd_sep _ _ _).2.2, smul_eval, eval_sep]
    simp [d2, Polynomial.derivative_mul]

end

end Mehrstellen27
```

```lean
#print axioms Mehrstellen27.stencil27_eq_source
#print axioms Mehrstellen27.stencil27_harmonic
#print axioms Mehrstellen27.degree_eight_sharp
```

```
'Mehrstellen27.stencil27_eq_source' depends on axioms: [propext, Classical.choice, Quot.sound]
'Mehrstellen27.stencil27_harmonic' depends on axioms: [propext, Classical.choice, Quot.sound]
'Mehrstellen27.degree_eight_sharp' depends on axioms: [propext, Classical.choice, Quot.sound]
```
